# A Kerker potential extends differentiably to the nucleus exactly when its polynomial exponent has no linear or cubic term

## Which coefficients put a cusp at the nucleus?

Let p(r) = c₀ + c₁r + c₂r² + … be a real polynomial and l a natural number, the angular momentum. For r > 0 define the Kerker potential, in atomic units, by

V(r) = (l+1) p′(r)/r + (p″(r) + p′(r)²)/2.

I get this by inverting the radial Schrödinger equation for a nodeless pseudo-orbital with radial part r^l exp(p(r)), leaving out the additive orbital energy. As a function of position, V is defined away from the nucleus. My claim is that it extends to a function differentiable at the nucleus if and only if c₁ = c₃ = 0. I'd like to see this made rigorous, on the line with V(|x|) and in space with V(‖x‖), and checked by machine.

## The terms of V at small r decide the matter

The claim is true, and it holds in every real normed space that contains a non-zero vector. An extension is a function f with f(x) = V(‖x‖) for all x ≠ 0 and any value at the origin. Differentiable means that f(x) is f(0) plus a continuous linear function of x, with an error that is small compared with ‖x‖ as x tends to the origin.

### Expanding the potential

Separate the first four terms of p from the rest, which is r⁴ times a polynomial q:

p = c₀ + c₁r + c₂r² + c₃r³ + r⁴q.

Differentiating twice gives

p′ = c₁ + 2c₂r + 3c₃r² + r³(4q + rq′),

p″ = 2c₂ + 6c₃r + r²(12q + 8rq′ + r²q″).

The three parts of V are then, up to r² times a polynomial,

(l+1)p′/r = (l+1)c₁/r + 2(l+1)c₂ + 3(l+1)c₃r + …

p″/2 = c₂ + 3c₃r + …

p′²/2 = c₁²/2 + 2c₁c₂r + …

Adding them, with the omitted terms collected in r²g(r) for a polynomial g, yields

V(r) = (l+1)c₁/r + [(2l+3)c₂ + c₁²/2] + [3(l+2)c₃ + 2c₁c₂] r + r²g(r).

### Differentiability forces both coefficients to vanish

Let f be an extension differentiable at the origin, and let v be a unit vector. Since f is continuous at the origin, t f(tv) → 0 as t → 0 from above. But f(tv) = V(t) for t > 0, and the expansion gives t V(t) → (l+1)c₁. As l+1 is not zero, c₁ = 0.

With c₁ gone, for t > 0,

f(tv) = (2l+3)c₂ + 3(l+2)c₃t + t²g(t).

Continuity now fixes f(0) = (2l+3)c₂, and the outward slope follows:

(f(tv) − f(0))/t = 3(l+2)c₃ + t g(t) → 3(l+2)c₃.

This slope is the derivative of f at the origin applied to v. The vector −v also has length one, so the derivative takes the same value there. A linear map takes opposite values on v and −v, hence

3(l+2)c₃ = −3(l+2)c₃,

and c₃ = 0.

### Without the two terms the potential is flat at the nucleus

Conversely, let c₁ = c₃ = 0 and set

f(x) = (2l+3)c₂ + ‖x‖² g(‖x‖).

This agrees with V(‖x‖) away from the origin. The difference f(x) − f(0) is ‖x‖ times ‖x‖g(‖x‖), and the second factor tends to zero. So f is differentiable at the origin with derivative zero.

### Two polynomials with l = 0

Take p = r² + r³. Then p′ = 2r + 3r² and p″ = 2 + 6r, so

V = (2 + 3r) + (1 + 3r) + (2r + 3r²)²/2 = 3 + 6r + 2r² + 6r³ + (9/2)r⁴.

The value 3 is (2l+3)c₂ and the slope 6 is 3(l+2)c₃. On the line, V(|x|) has slope 6 to the right of zero and −6 to the left, which is a cusp.

Now take p = r² + r⁵. Then p′ = 2r + 5r⁴ and p″ = 2 + 20r³, so

V = (2 + 5r³) + (1 + 10r³) + (2r + 5r⁴)²/2 = 3 + 2r² + 15r³ + 10r⁵ + (25/2)r⁸.

The cusp is absent although p is not even. The term 15|x|³ still prevents a third derivative at zero, so the criterion does not guarantee derivatives of every order.

### The Lean file

```lean
import Mathlib

open Polynomial Topology

namespace KerkerPotentialSmoothness

noncomputable section

/-- The Kerker potential `(l+1) p'/r + (p'' + p'^2)/2` at radius `r`. -/
def kerkerPotential (l : ℕ) (p : ℝ[X]) (r : ℝ) : ℝ :=
  ((l : ℝ) + 1) * p.derivative.eval r / r
    + (p.derivative.derivative.eval r + (p.derivative.eval r) ^ 2) / 2

variable {E : Type*} [NormedAddCommGroup E] [NormedSpace ℝ E]

/-- The function `f` on space agrees with the Kerker potential at distance `‖x‖`
at every point `x` other than the origin. -/
def IsKerkerExtension (l : ℕ) (p : ℝ[X]) (f : E → ℝ) : Prop :=
  ∀ x : E, x ≠ 0 → f x = kerkerPotential l p ‖x‖

/-- A polynomial is its first four terms plus a multiple of `X^4`, in nested form. -/
lemma nested_form (p : ℝ[X]) : ∃ q : ℝ[X], p = C (p.coeff 0) + X * (C (p.coeff 1)
    + X * (C (p.coeff 2) + X * (C (p.coeff 3) + X * q))) := by
  have h : ∀ f : ℝ[X], f = C (f.coeff 0) + X * f.divX := by
    intro f
    have hf := divX_mul_X_add f
    linear_combination -hf
  have h1 : p.divX = C (p.coeff 1) + X * p.divX.divX := by
    have := h p.divX
    rw [coeff_divX] at this
    exact this
  have h2 : p.divX.divX = C (p.coeff 2) + X * p.divX.divX.divX := by
    have := h p.divX.divX
    rw [coeff_divX, coeff_divX] at this
    exact this
  have h3 : p.divX.divX.divX = C (p.coeff 3) + X * p.divX.divX.divX.divX := by
    have := h p.divX.divX.divX
    rw [coeff_divX, coeff_divX, coeff_divX] at this
    exact this
  refine ⟨p.divX.divX.divX.divX, ?_⟩
  rw [← h3, ← h2, ← h1]
  exact h p

/-- Expansion of the Kerker potential near the nucleus: a Coulomb-like term, a constant,
a linear term, and `r^2` times a polynomial. -/
theorem kerker_expansion (l : ℕ) (p : ℝ[X]) : ∃ g : ℝ[X], ∀ r : ℝ, r ≠ 0 →
    kerkerPotential l p r = ((l : ℝ) + 1) * p.coeff 1 / r
      + ((2 * (l : ℝ) + 3) * p.coeff 2 + p.coeff 1 ^ 2 / 2)
      + (3 * ((l : ℝ) + 2) * p.coeff 3 + 2 * p.coeff 1 * p.coeff 2) * r
      + r ^ 2 * g.eval r := by
  have key : ∀ (a b c d : ℝ) (q : ℝ[X]), ∃ g : ℝ[X], ∀ r : ℝ, r ≠ 0 →
      kerkerPotential l (C a + X * (C b + X * (C c + X * (C d + X * q)))) r
        = ((l : ℝ) + 1) * b / r + ((2 * (l : ℝ) + 3) * c + b ^ 2 / 2)
          + (3 * ((l : ℝ) + 2) * d + 2 * b * c) * r + r ^ 2 * g.eval r := by
    intro a b c d q
    -- `r^2 * s` is the part of `p'` of order `r^2` and higher
    obtain ⟨s, hs⟩ : ∃ s : ℝ[X], s = C (3 * d) + C 4 * X * q + X ^ 2 * derivative q :=
      ⟨_, rfl⟩
    refine ⟨C ((l : ℝ) + 1) * (C 4 * q + X * derivative q) + C 6 * q
      + C 4 * X * derivative q + C (1 / 2) * X ^ 2 * derivative (derivative q)
      + C (2 * c ^ 2) + C b * s + C (2 * c) * X * s + C (1 / 2) * X ^ 2 * s ^ 2, ?_⟩
    intro r hr
    simp only [hs, kerkerPotential, derivative_add, derivative_mul, derivative_C,
      derivative_X, derivative_one, derivative_zero, eval_add, eval_mul, eval_pow,
      eval_X, eval_C, eval_one, eval_zero]
    field_simp
    ring
  obtain ⟨q, hq⟩ := nested_form p
  have h := key (p.coeff 0) (p.coeff 1) (p.coeff 2) (p.coeff 3) q
  rw [← hq] at h
  exact h

/-- Two functions continuous at the origin that agree at positive radii agree at zero. -/
lemma eq_at_zero {F G : ℝ → ℝ} (hF : ContinuousAt F 0) (hG : ContinuousAt G 0)
    (h : ∀ t : ℝ, 0 < t → F t = G t) : F 0 = G 0 := by
  have h1 : Filter.Tendsto F (𝓝[>] 0) (𝓝 (F 0)) := hF.tendsto.mono_left nhdsWithin_le_nhds
  have h2 : Filter.Tendsto G (𝓝[>] 0) (𝓝 (G 0)) := hG.tendsto.mono_left nhdsWithin_le_nhds
  refine tendsto_nhds_unique_of_eventuallyEq h1 h2 ?_
  filter_upwards [self_mem_nhdsWithin] with t ht
  exact h t ht

/-- At distance `t > 0` along a unit vector, an extension takes the value of the potential at radius
`t`. -/
lemma apply_ray {l : ℕ} {p : ℝ[X]} {f : E → ℝ} (hf : IsKerkerExtension l p f)
    {v : E} (hv : ‖v‖ = 1) {t : ℝ} (ht : 0 < t) : f (t • v) = kerkerPotential l p t := by
  have hv0 : v ≠ 0 := norm_ne_zero_iff.1 (by rw [hv]; norm_num)
  rw [hf _ (smul_ne_zero ht.ne' hv0), norm_smul, hv, mul_one, Real.norm_of_nonneg ht.le]

/-- A function continuous at the origin is continuous there along each line. -/
lemma continuousAt_ray {f : E → ℝ} (hc : ContinuousAt f 0) (v : E) :
    ContinuousAt (fun t : ℝ => f (t • v)) 0 :=
  ContinuousAt.comp (f := fun t : ℝ => t • v) (g := f) (by simpa using hc) (by fun_prop)

/-- If the space has a unit vector and an extension is continuous at the origin, the linear
coefficient of `p` vanishes. -/
theorem coeff_one_eq_zero {l : ℕ} {p : ℝ[X]} {f : E → ℝ} (hf : IsKerkerExtension l p f)
    (hc : ContinuousAt f 0) {v : E} (hv : ‖v‖ = 1) : p.coeff 1 = 0 := by
  obtain ⟨g, hg⟩ := kerker_expansion l p
  -- compare `t V(t)` with its polynomial form as `t → 0`
  have h := eq_at_zero (F := fun t => t * f (t • v))
    (G := fun t => (C (((l : ℝ) + 1) * p.coeff 1)
      + X * (C ((2 * (l : ℝ) + 3) * p.coeff 2 + p.coeff 1 ^ 2 / 2)
      + X * (C (3 * ((l : ℝ) + 2) * p.coeff 3 + 2 * p.coeff 1 * p.coeff 2) + X * g))).eval t)
    (continuousAt_id.mul (continuousAt_ray hc v)) (Polynomial.continuous _).continuousAt
    (by
      intro t ht
      have e : t * (((l : ℝ) + 1) * p.coeff 1 / t) = ((l : ℝ) + 1) * p.coeff 1 :=
        mul_div_cancel₀ _ ht.ne'
      simp only [apply_ray hf hv ht, hg t ht.ne', eval_add, eval_mul, eval_X, eval_C]
      linear_combination e)
  simp only [eval_add, eval_mul, eval_X, eval_C, zero_mul, add_zero] at h
  exact (mul_eq_zero.1 h.symm).resolve_left (Nat.cast_add_one_ne_zero l)

/-- Given a unit vector `v`, an extension continuous at the origin has the value `(2l+3) c_2` there
and the outward slope `3(l+2) c_3` along `v`. -/
theorem value_and_cusp {l : ℕ} {p : ℝ[X]} {f : E → ℝ} (hf : IsKerkerExtension l p f)
    (hc : ContinuousAt f 0) {v : E} (hv : ‖v‖ = 1) :
    f 0 = (2 * (l : ℝ) + 3) * p.coeff 2 ∧
    HasDerivWithinAt (fun t : ℝ => f (t • v)) (3 * ((l : ℝ) + 2) * p.coeff 3)
      (Set.Ici 0) 0 := by
  have h1 := coeff_one_eq_zero hf hc hv
  obtain ⟨g, hg⟩ := kerker_expansion l p
  obtain ⟨P, hP⟩ : ∃ P : ℝ[X], P = C ((2 * (l : ℝ) + 3) * p.coeff 2)
    + X * (C (3 * ((l : ℝ) + 2) * p.coeff 3) + X * g) := ⟨_, rfl⟩
  have hpos : ∀ t : ℝ, 0 < t → f (t • v) = P.eval t := by
    intro t ht
    simp only [apply_ray hf hv ht, hg t ht.ne', h1, hP, eval_add, eval_mul, eval_X, eval_C]
    ring
  have h0 : f ((0 : ℝ) • v) = P.eval 0 :=
    eq_at_zero (F := fun t => f (t • v)) (G := fun t => P.eval t)
      (continuousAt_ray hc v) P.continuous.continuousAt hpos
  have hd : P.derivative.eval 0 = 3 * ((l : ℝ) + 2) * p.coeff 3 := by
    simp only [hP, derivative_add, derivative_mul, derivative_C, derivative_X,
      eval_add, eval_mul, eval_X, eval_C, eval_one, eval_zero]
    ring
  constructor
  · rw [zero_smul] at h0
    rw [h0, hP]
    simp only [eval_add, eval_mul, eval_X, eval_C, zero_mul, add_zero]
  · rw [← hd]
    refine (P.hasDerivAt 0).hasDerivWithinAt.congr ?_ h0
    intro t ht
    rcases (Set.mem_Ici.1 ht).eq_or_lt with h | h
    · rw [← h]
      exact h0
    · exact hpos t h

/-- If `c_1 = c_3 = 0`, the Kerker potential has an extension whose derivative at the
origin is zero. -/
theorem exists_flat_extension (l : ℕ) (p : ℝ[X]) (h1 : p.coeff 1 = 0) (h3 : p.coeff 3 = 0) :
    ∃ f : E → ℝ, IsKerkerExtension l p f ∧ HasFDerivAt f (0 : E →L[ℝ] ℝ) 0 := by
  obtain ⟨g, hg⟩ := kerker_expansion l p
  refine ⟨fun x => (2 * (l : ℝ) + 3) * p.coeff 2 + ‖x‖ ^ 2 * g.eval ‖x‖, ?_, ?_⟩
  · intro x hx
    simp only [hg _ (norm_ne_zero_iff.2 hx), h1, h3]
    ring
  · -- the remainder is `‖x‖` times a function that vanishes at the origin
    rw [hasFDerivAt_iff_isLittleO_nhds_zero, Asymptotics.isLittleO_iff]
    intro c hc
    have hu : Continuous (fun x : E => ‖x‖ * g.eval ‖x‖) :=
      continuous_norm.mul (g.continuous.comp continuous_norm)
    have hm : (0 : E) ∈ {x : E | ‖‖x‖ * g.eval ‖x‖‖ < c} := by simpa using hc
    filter_upwards [(isOpen_lt hu.norm continuous_const).mem_nhds hm] with x hx
    have hx' : ‖‖x‖ * g.eval ‖x‖‖ < c := hx
    have hz : (0 : E →L[ℝ] ℝ) x = 0 := rfl
    have e : (2 * (l : ℝ) + 3) * p.coeff 2 + ‖x‖ ^ 2 * g.eval ‖x‖
        - ((2 * (l : ℝ) + 3) * p.coeff 2 + 0 ^ 2 * g.eval 0) - 0
        = (‖x‖ * g.eval ‖x‖) * ‖x‖ := by ring
    simp only [zero_add, norm_zero, hz]
    rw [e, norm_mul, norm_norm]
    exact mul_le_mul_of_nonneg_right hx'.le (norm_nonneg x)

/-- In any non-trivial real normed space, the Kerker potential extends to a function
differentiable at the origin if and only if `c_1 = c_3 = 0`. -/
theorem differentiable_extension_iff [Nontrivial E] (l : ℕ) (p : ℝ[X]) :
    (∃ f : E → ℝ, IsKerkerExtension l p f ∧ DifferentiableAt ℝ f 0) ↔
      p.coeff 1 = 0 ∧ p.coeff 3 = 0 := by
  constructor
  · rintro ⟨f, hf, hd⟩
    obtain ⟨w, hw⟩ := exists_ne (0 : E)
    obtain ⟨v, hv⟩ : ∃ v : E, ‖v‖ = 1 := ⟨‖w‖⁻¹ • w, by
      rw [norm_smul, norm_inv, norm_norm, inv_mul_cancel₀ (norm_ne_zero_iff.2 hw)]⟩
    -- the derivative takes the same value on every unit vector
    have slope : ∀ u : E, ‖u‖ = 1 → fderiv ℝ f 0 u = 3 * ((l : ℝ) + 2) * p.coeff 3 := by
      intro u hu
      have h := hd.hasFDerivAt.hasLineDerivAt u
      simp only [HasLineDerivAt, zero_add] at h
      exact UniqueDiffWithinAt.eq_deriv _ (uniqueDiffOn_Ici (0 : ℝ) 0 (Set.mem_Ici.2 le_rfl))
        h.hasDerivWithinAt (value_and_cusp hf hd.continuousAt hu).2
    have ha := slope v hv
    have hb := slope (-v) (by rw [norm_neg, hv])
    rw [map_neg] at hb
    have h0 : 3 * ((l : ℝ) + 2) * p.coeff 3 = 0 := by linarith
    have hl : 3 * ((l : ℝ) + 2) ≠ 0 := by positivity
    exact ⟨coeff_one_eq_zero hf hd.continuousAt hv, (mul_eq_zero.1 h0).resolve_left hl⟩
  · rintro ⟨h1, h3⟩
    obtain ⟨f, hf, hd⟩ := exists_flat_extension (E := E) l p h1 h3
    exact ⟨f, hf, hd.differentiableAt⟩

/-- On the real line, `V(|x|)` extends to a function differentiable at zero if and only if
`c_1 = c_3 = 0`. -/
theorem differentiable_extension_line_iff (l : ℕ) (p : ℝ[X]) :
    (∃ f : ℝ → ℝ, (∀ x : ℝ, x ≠ 0 → f x = kerkerPotential l p |x|) ∧
      DifferentiableAt ℝ f 0) ↔ p.coeff 1 = 0 ∧ p.coeff 3 = 0 :=
  differentiable_extension_iff (E := ℝ) l p

end

end KerkerPotentialSmoothness
```

```lean
#print axioms KerkerPotentialSmoothness.differentiable_extension_iff
-- 'KerkerPotentialSmoothness.differentiable_extension_iff' depends on axioms: [propext, Classical.choice, Quot.sound]
#print axioms KerkerPotentialSmoothness.differentiable_extension_line_iff
-- 'KerkerPotentialSmoothness.differentiable_extension_line_iff' depends on axioms: [propext, Classical.choice, Quot.sound]
```

### What the theorems say

`kerkerPotential l p r` is the formula for V. The type `ℝ[X]` holds the real polynomials, `p.coeff k` is cₖ, and `p.derivative.eval r` is p′(r). The potential is a function of all real r, but `IsKerkerExtension l p f` compares f with it only at x ≠ 0, so the value that Lean gives to division by zero plays no part.

The main theorem, `differentiable_extension_iff`, reads: there is a function f on E that extends the Kerker potential and is differentiable at 0 if and only if c₁ = 0 and c₃ = 0. Here E is a real normed space of any dimension, and `DifferentiableAt ℝ f 0` is differentiability in the full sense, not just along lines. The hypothesis `Nontrivial E` supplies a non-zero vector; in a space consisting of the origin alone, every function would qualify. For physical space, E should be `EuclideanSpace ℝ (Fin 3)`, whose norm is the usual distance. `differentiable_extension_line_iff` is the case of the real line, with |x| written out.

`value_and_cusp` records more: given a unit vector v, any extension continuous at the origin has the value (2l+3)c₂ there and the outward slope 3(l+2)c₃ along v. The orbital energy, if restored, shifts the value and leaves the slope alone.

The file starts from the formula for V; the inversion of the Schrödinger equation is not part of it. Nor are a cutoff radius, the matching to an all-electron orbital, norm conservation, and unscreening: V is the screened potential, from which the Hartree and exchange-correlation potentials of the valence electrons are still to be subtracted to get an ionic pseudopotential. The polynomial formula is used at all radii, whereas a pseudopotential uses it only inside the cutoff, but differentiability at the origin depends only on small r.

A cusp at the nucleus can slow the decay of a potential's Fourier components, so the criterion bears on the construction of pseudopotentials for plane-wave calculations, within this model of one angular momentum channel and a polynomial exponent.

### How the proof follows the derivation

`nested_form` splits off the first four coefficients. It applies f = f(0) + X·(f divided by X, without remainder) four times, which gives the polynomial q.

`kerker_expansion` is the expansion of V. Its inner statement `key` treats a polynomial already in nested form, with a, b, c, d standing for c₀ to c₃, and gives g explicitly. After the derivatives are evaluated, `field_simp` clears the denominator r and `ring` verifies the remaining identity.

Three lemmas handle the limits along a ray. `apply_ray` says that f(tv) = V(t) for t > 0 and a unit vector v. `continuousAt_ray` passes continuity from f to t ↦ f(tv). `eq_at_zero` says that two functions which are continuous at zero and agree for t > 0 also agree at zero, by uniqueness of the limit from the right.

`coeff_one_eq_zero` applies `eq_at_zero` to t f(tv) and to the polynomial that equals t V(t) for t > 0. At t = 0 the first is 0 and the second is (l+1)c₁.

In `value_and_cusp`, the polynomial `P` is what remains of V when c₁ = 0. The function f(tv) equals `P` for all t ≥ 0, with t = 0 again supplied by `eq_at_zero`. Its one-sided derivative at zero is therefore that of `P`, namely 3(l+2)c₃.

`exists_flat_extension` builds the function f of the converse. For each c > 0 it finds a neighbourhood of the origin where ‖x‖g(‖x‖) is smaller than c in absolute value, and multiplying by ‖x‖ gives the required bound on the error.

`differentiable_extension_iff` puts these together. It normalises a non-zero vector to get v, and the step `slope` identifies the derivative on any unit vector with 3(l+2)c₃, because a one-sided derivative is unique. Applied to v and −v, this gives two equations from which `linarith` concludes that 3(l+2)c₃ = 0. The factor 3(l+2) is positive, so c₃ = 0. The other direction is `exists_flat_extension`.
